# Orthogonality of radial Dirac solutions with equal κ, distinct energies and a Wronskian that vanishes at both ends

A radial solution is taken here to be a pair of real functions that is continuous on a closed interval $[a,b]$ with $a\ge 0$ and satisfies the Dirac equations only at interior radii. The origin may then be an endpoint, although $\kappa/r$ is undefined there. Continuity of the potential $V$ is not assumed, but both components must be differentiable at every interior radius. For a square well this excludes every nonzero solution on an interval with the well's edge in its interior.

## The Wronskian and the overlap

In units $\hbar=c=1$, let $P_i$ and $Q_i$, $i=1,2$, be $r$ times the large and small radial functions of the spinor at energy $E_i$, rest energy included. Both pairs have the same mass $m$, angular quantum number $\kappa$ and potential $V$:

$$P_i'=-\frac{\kappa}{r}P_i+(E_i+m-V)Q_i,\qquad Q_i'=\frac{\kappa}{r}Q_i-(E_i-m-V)P_i .$$

Define $W=P_1Q_2-Q_1P_2$. The four terms of $W'$ are

$$\begin{aligned}
P_1'Q_2&=-\tfrac{\kappa}{r}P_1Q_2+(E_1+m-V)Q_1Q_2,\\
P_1Q_2'&=\tfrac{\kappa}{r}P_1Q_2-(E_2-m-V)P_1P_2,\\
-Q_1'P_2&=-\tfrac{\kappa}{r}Q_1P_2+(E_1-m-V)P_1P_2,\\
-Q_1P_2'&=\tfrac{\kappa}{r}Q_1P_2-(E_2+m-V)Q_1Q_2.
\end{aligned}$$

In the sum, $\kappa$, $m$ and $V$ cancel, so $W'=(E_1-E_2)(P_1P_2+Q_1Q_2)$. Integration gives

$$(E_1-E_2)\int_a^b(P_1P_2+Q_1Q_2)\,dr=W(b)-W(a).$$

If $W(a)=W(b)=0$ and $E_1\ne E_2$, the integral is zero. In the smallest case, $a=b$, both sides vanish whatever the functions are.

For one electron in a fixed local central potential, the identity gives a check on computed radial orbitals of equal $\kappa$: the overlap times the energy difference must match the boundary term to within numerical error. It does not cover nonlocal exchange or orbitals computed in different potentials.

## Solutions, Wronskian and overlap in Lean

```lean
import Mathlib

open Set Filter Topology MeasureTheory

namespace RadialDiracOrthogonality

noncomputable section
```

The equations are stated after multiplication by $r$, which changes nothing at positive radii. `Icc a b` is the closed interval and `Ioo a b` the open one. The parameter `κ` may be any real number, and the pairs need not be normalised.

```lean
/-- The pair `(P, Q)` is continuous on `[a, b]` and solves, inside the interval, the radial Dirac
equations `P' + κ P / r = (E + m - V) Q` and `Q' - κ Q / r = -(E - m - V) P`, written here
after multiplication by `r`. -/
structure IsRadialSolution (κ m E : ℝ) (V : ℝ → ℝ) (a b : ℝ) (P Q : ℝ → ℝ) : Prop where
  contP : ContinuousOn P (Icc a b)
  contQ : ContinuousOn Q (Icc a b)
  diffP : ∀ r ∈ Ioo a b, DifferentiableAt ℝ P r
  diffQ : ∀ r ∈ Ioo a b, DifferentiableAt ℝ Q r
  eqP : ∀ r ∈ Ioo a b, r * deriv P r + κ * P r = r * (E + m - V r) * Q r
  eqQ : ∀ r ∈ Ioo a b, r * deriv Q r - κ * Q r = -(r * (E - m - V r) * P r)
```

The next two definitions are $W$ and the integral of $P_1P_2+Q_1Q_2$.

```lean
/-- The radial Wronskian `P₁ Q₂ - Q₁ P₂` of two pairs. -/
def wronskian (P₁ Q₁ P₂ Q₂ : ℝ → ℝ) (r : ℝ) : ℝ := P₁ r * Q₂ r - Q₁ r * P₂ r

/-- The radial overlap, the integral of `P₁ P₂ + Q₁ Q₂` from `a` to `b`. -/
def overlap (P₁ Q₁ P₂ Q₂ : ℝ → ℝ) (a b : ℝ) : ℝ :=
  ∫ r in a..b, (P₁ r * P₂ r + Q₁ r * Q₂ r)
```

## From the derivative to orthogonality

The product rule supplies $W'$. The goal is then multiplied by $r\neq0$, and `linear_combination` adds the four equations with the factors $Q_2$, $P_1$, $-P_2$ and $-Q_1$, as in the table above.

```lean
variable {κ m E₁ E₂ a b : ℝ} {V P₁ Q₁ P₂ Q₂ : ℝ → ℝ}

/-- For two solutions with the same `κ`, mass and potential, the Wronskian has derivative
`(E₁ - E₂) (P₁ P₂ + Q₁ Q₂)`. -/
theorem hasDerivAt_wronskian (ha : 0 ≤ a)
    (h₁ : IsRadialSolution κ m E₁ V a b P₁ Q₁) (h₂ : IsRadialSolution κ m E₂ V a b P₂ Q₂)
    {r : ℝ} (hr : r ∈ Ioo a b) :
    HasDerivAt (wronskian P₁ Q₁ P₂ Q₂) ((E₁ - E₂) * (P₁ r * P₂ r + Q₁ r * Q₂ r)) r := by
  have hr0 : r ≠ 0 := (lt_of_le_of_lt ha hr.1).ne'
  have h := ((h₁.diffP r hr).hasDerivAt.fun_mul (h₂.diffQ r hr).hasDerivAt).fun_sub
    ((h₁.diffQ r hr).hasDerivAt.fun_mul (h₂.diffP r hr).hasDerivAt)
  refine h.congr_deriv ?_
  -- the terms with `κ`, `m` and `V` cancel between the four equations
  apply mul_left_cancel₀ hr0
  linear_combination Q₂ r * h₁.eqP r hr + P₁ r * h₂.eqQ r hr
    - P₂ r * h₁.eqQ r hr - Q₁ r * h₂.eqP r hr
```

The fundamental theorem of calculus needs $W$ continuous on $[a,b]$, its derivative inside, and an integrable derivative. The last follows from the continuity of the components, since $V$ no longer appears.

```lean
/-- The energy difference times the overlap equals the difference of the Wronskian between
the two ends. -/
theorem energy_sub_mul_overlap (ha : 0 ≤ a) (hab : a ≤ b)
    (h₁ : IsRadialSolution κ m E₁ V a b P₁ Q₁) (h₂ : IsRadialSolution κ m E₂ V a b P₂ Q₂) :
    (E₁ - E₂) * overlap P₁ Q₁ P₂ Q₂ a b
      = wronskian P₁ Q₁ P₂ Q₂ b - wronskian P₁ Q₁ P₂ Q₂ a := by
  have hc : ContinuousOn (wronskian P₁ Q₁ P₂ Q₂) (Icc a b) :=
    (h₁.contP.mul h₂.contQ).sub (h₁.contQ.mul h₂.contP)
  have hd : ContinuousOn (fun r => (E₁ - E₂) * (P₁ r * P₂ r + Q₁ r * Q₂ r)) (Icc a b) :=
    continuousOn_const.mul ((h₁.contP.mul h₂.contP).add (h₁.contQ.mul h₂.contQ))
  -- integrate the derivative of the Wronskian
  have key : ∫ r in a..b, (E₁ - E₂) * (P₁ r * P₂ r + Q₁ r * Q₂ r)
      = wronskian P₁ Q₁ P₂ Q₂ b - wronskian P₁ Q₁ P₂ Q₂ a :=
    intervalIntegral.integral_eq_sub_of_hasDerivAt_of_le hab hc
      (fun r hr => hasDerivAt_wronskian ha h₁ h₂ hr) (hd.intervalIntegrable_of_Icc hab)
  rw [intervalIntegral.integral_const_mul] at key
  exact key
```

Dividing out $E_1-E_2\neq0$ yields an equivalence: equal boundary values of $W$ suffice, and they are also necessary.

```lean
/-- At distinct energies the overlap vanishes exactly when the Wronskian takes the same value
at both ends. -/
theorem overlap_eq_zero_iff (ha : 0 ≤ a) (hab : a ≤ b) (hE : E₁ ≠ E₂)
    (h₁ : IsRadialSolution κ m E₁ V a b P₁ Q₁) (h₂ : IsRadialSolution κ m E₂ V a b P₂ Q₂) :
    overlap P₁ Q₁ P₂ Q₂ a b = 0
      ↔ wronskian P₁ Q₁ P₂ Q₂ b = wronskian P₁ Q₁ P₂ Q₂ a := by
  have h := energy_sub_mul_overlap ha hab h₁ h₂
  constructor
  · intro h0
    rw [h0, mul_zero] at h
    linarith
  · intro hw
    rw [hw, sub_self] at h
    exact (mul_eq_zero.mp h).resolve_left (sub_ne_zero.mpr hE)
```

The orthogonality theorem is the case in which both values are zero.

```lean
/-- Radial orthogonality at fixed `κ`: two solutions with distinct energies whose Wronskian
vanishes at both ends have zero overlap. -/
theorem radial_orthogonality (ha : 0 ≤ a) (hab : a ≤ b) (hE : E₁ ≠ E₂)
    (h₁ : IsRadialSolution κ m E₁ V a b P₁ Q₁) (h₂ : IsRadialSolution κ m E₂ V a b P₂ Q₂)
    (hWa : wronskian P₁ Q₁ P₂ Q₂ a = 0) (hWb : wronskian P₁ Q₁ P₂ Q₂ b = 0) :
    ∫ r in a..b, (P₁ r * P₂ r + Q₁ r * Q₂ r) = 0 :=
  (overlap_eq_zero_iff ha hab hE h₁ h₂).mpr (hWb.trans hWa.symm)
```

## Walls with a common boundary condition

Suppose both pairs satisfy $cP+sQ=0$ at some radius, with real $c,s$ not both zero. Such a condition models a wall: every superposition of the two pairs, even with complex coefficients, obeys it too and so carries no radial probability current there. Substitution gives

$$cW=-sQ_1Q_2+sQ_1Q_2=0,\qquad sW=-cP_1P_2+cP_1P_2=0,$$

so $W=0$ there. The proof cancels whichever coefficient is nonzero.

```lean
/-- If both pairs obey the same non-trivial linear condition `c P + s Q = 0` at a radius, their
Wronskian vanishes there. -/
theorem wronskian_eq_zero_of_boundary {c s r : ℝ} (hcs : c ≠ 0 ∨ s ≠ 0)
    (h₁ : c * P₁ r + s * Q₁ r = 0) (h₂ : c * P₂ r + s * Q₂ r = 0) :
    wronskian P₁ Q₁ P₂ Q₂ r = 0 := by
  unfold wronskian
  rcases hcs with hc | hs
  · apply mul_left_cancel₀ hc
    linear_combination Q₂ r * h₁ - Q₁ r * h₂
  · apply mul_left_cancel₀ hs
    linear_combination P₁ r * h₂ - P₂ r * h₁
```

The conditions at the two walls may differ, provided that both solutions share them.

```lean
/-- Solutions with distinct energies that share one linear boundary condition at `a` and one
at `b` have zero overlap. -/
theorem cavity_orthogonality {c s c' s' : ℝ} (ha : 0 ≤ a) (hab : a ≤ b) (hE : E₁ ≠ E₂)
    (h₁ : IsRadialSolution κ m E₁ V a b P₁ Q₁) (h₂ : IsRadialSolution κ m E₂ V a b P₂ Q₂)
    (hcs : c ≠ 0 ∨ s ≠ 0) (hcs' : c' ≠ 0 ∨ s' ≠ 0)
    (ha₁ : c * P₁ a + s * Q₁ a = 0) (ha₂ : c * P₂ a + s * Q₂ a = 0)
    (hb₁ : c' * P₁ b + s' * Q₁ b = 0) (hb₂ : c' * P₂ b + s' * Q₂ b = 0) :
    overlap P₁ Q₁ P₂ Q₂ a b = 0 :=
  radial_orthogonality ha hab hE h₁ h₂ (wronskian_eq_zero_of_boundary hcs ha₁ ha₂)
    (wronskian_eq_zero_of_boundary hcs' hb₁ hb₂)
```

## The half-line as a limit

With $a=0$, $W(0)=0$ and $b=R$, the overlap equals $W(R)/(E_1-E_2)$. It tends to zero if $W(R)\to0$, as it does for bound states whose components decay. The theorem concerns this limit of finite integrals and assumes no integrability on the whole half-line.

```lean
/-- On the half-line, if the Wronskian is zero at the origin and tends to zero at infinity,
the overlap on `[0, R]` of solutions with distinct energies tends to zero as `R` grows. -/
theorem halfLine_orthogonality (hE : E₁ ≠ E₂)
    (h₁ : ∀ R > 0, IsRadialSolution κ m E₁ V 0 R P₁ Q₁)
    (h₂ : ∀ R > 0, IsRadialSolution κ m E₂ V 0 R P₂ Q₂)
    (h0 : wronskian P₁ Q₁ P₂ Q₂ 0 = 0)
    (hinf : Tendsto (wronskian P₁ Q₁ P₂ Q₂) atTop (𝓝 0)) :
    Tendsto (fun R => overlap P₁ Q₁ P₂ Q₂ 0 R) atTop (𝓝 0) := by
  have hlim : Tendsto (fun R => wronskian P₁ Q₁ P₂ Q₂ R / (E₁ - E₂)) atTop (𝓝 0) := by
    simpa using hinf.div_const (E₁ - E₂)
  refine hlim.congr' ?_
  filter_upwards [eventually_gt_atTop (0 : ℝ)] with R hR
  have h := energy_sub_mul_overlap le_rfl hR.le (h₁ R hR) (h₂ R hR)
  rw [div_eq_iff (sub_ne_zero.mpr hE)]
  linear_combination (-1) * h + h0
```

## Free massless waves between $\pi$ and $2\pi$

For $m=V=0$ and $\kappa=-1$, take $P=\sin(Er)$ and $Q=\cos(Er)-\sin(Er)/(Er)$ with $E\ne0$.

```lean
/-- The function `sin (E r)`. -/
def freeP (E r : ℝ) : ℝ := Real.sin (E * r)

/-- The function `cos (E r) - sin (E r) / (E r)`. -/
def freeQ (E r : ℝ) : ℝ := Real.cos (E * r) - Real.sin (E * r) / (E * r)
```

Direct differentiation gives

$$P'-\frac{P}{r}=E\cos(Er)-\frac{\sin(Er)}{r}=EQ,$$

$$Q'=-E\sin(Er)-\frac{\cos(Er)}{r}+\frac{\sin(Er)}{Er^2}=-EP-\frac{Q}{r}.$$

Lean carries out the same differentiation and clears denominators with `field_simp`. The theorem assumes $a>0$: Lean's convention $0/0=0$ makes `freeQ` equal to 1 at the origin, where its limit is 0, so it is not continuous on $[0,b]$ for $b>0$.

```lean
/-- For `E ≠ 0` the pair `(freeP E, freeQ E)` solves the massless free radial equations with
`κ = -1` on every interval of positive radii. -/
theorem free_isRadialSolution {E : ℝ} (hE : E ≠ 0) (ha : 0 < a) :
    IsRadialSolution (-1) 0 E (fun _ => 0) a b (freeP E) (freeQ E) := by
  have hl : ∀ r : ℝ, HasDerivAt (fun x => E * x) E r := fun r => by
    simpa using (hasDerivAt_id' r).const_mul E
  have hP : ∀ r : ℝ, HasDerivAt (freeP E) (Real.cos (E * r) * E) r := fun r => (hl r).sin
  have hQ : ∀ r : ℝ, r ≠ 0 → HasDerivAt (freeQ E) (-Real.sin (E * r) * E
      - (Real.cos (E * r) * E * (E * r) - Real.sin (E * r) * E) / (E * r) ^ 2) r :=
    fun r hr => (hl r).cos.fun_sub ((hl r).sin.fun_div (hl r) (mul_ne_zero hE hr))
  refine ⟨fun r _ => (hP r).continuousAt.continuousWithinAt,
    fun r hr => (hQ r (lt_of_lt_of_le ha hr.1).ne').continuousAt.continuousWithinAt,
    fun r _ => (hP r).differentiableAt,
    fun r hr => (hQ r (ha.trans hr.1).ne').differentiableAt, fun r hr => ?_, fun r hr => ?_⟩
  · have hr0 : r ≠ 0 := (ha.trans hr.1).ne'
    rw [(hP r).deriv]
    simp only [freeP, freeQ]
    field_simp
    ring
  · have hr0 : r ≠ 0 := (ha.trans hr.1).ne'
    rw [(hQ r hr0).deriv]
    simp only [freeP, freeQ]
    field_simp
    ring
```

At positive integer energies $n$ and $k$, both $P$ components vanish at $\pi$ and $2\pi$, and so does $W$. For $n\ne k$ these pairs therefore meet every hypothesis of `radial_orthogonality`.

```lean
/-- For positive integer energies `n` and `k`, the massless free pairs with `κ = -1` are
solutions on `[π, 2π]` and their Wronskian vanishes at both ends. -/
theorem radial_orthogonality_witness {n k : ℕ} (hn : n ≠ 0) (hk : k ≠ 0) :
    IsRadialSolution (-1) 0 n (fun _ => 0) Real.pi (2 * Real.pi) (freeP n) (freeQ n) ∧
    IsRadialSolution (-1) 0 k (fun _ => 0) Real.pi (2 * Real.pi) (freeP k) (freeQ k) ∧
    wronskian (freeP n) (freeQ n) (freeP k) (freeQ k) Real.pi = 0 ∧
    wronskian (freeP n) (freeQ n) (freeP k) (freeQ k) (2 * Real.pi) = 0 := by
  -- the upper components vanish at both walls
  have h1 : ∀ j : ℕ, freeP j Real.pi = 0 := fun j => Real.sin_nat_mul_pi j
  have h2 : ∀ j : ℕ, freeP j (2 * Real.pi) = 0 := fun j => by
    have e : (j : ℝ) * (2 * Real.pi) = ((2 * j : ℕ) : ℝ) * Real.pi := by
      push_cast
      ring
    unfold freeP
    rw [e]
    exact Real.sin_nat_mul_pi (2 * j)
  refine ⟨free_isRadialSolution (Nat.cast_ne_zero.mpr hn) Real.pi_pos,
    free_isRadialSolution (Nat.cast_ne_zero.mpr hk) Real.pi_pos, ?_, ?_⟩
  · unfold wronskian
    rw [h1 n, h1 k, zero_mul, mul_zero, sub_zero]
  · unfold wronskian
    rw [h2 n, h2 k, zero_mul, mul_zero, sub_zero]

end

end RadialDiracOrthogonality
```

```lean
#print axioms RadialDiracOrthogonality.radial_orthogonality
#print axioms RadialDiracOrthogonality.cavity_orthogonality
#print axioms RadialDiracOrthogonality.halfLine_orthogonality
```

```
'RadialDiracOrthogonality.radial_orthogonality' depends on axioms: [propext, Classical.choice, Quot.sound]
'RadialDiracOrthogonality.cavity_orthogonality' depends on axioms: [propext, Classical.choice, Quot.sound]
'RadialDiracOrthogonality.halfLine_orthogonality' depends on axioms: [propext, Classical.choice, Quot.sound]
```
